# For orthonormal Bloch frames, the finite-difference invariant Wannier spread is half the k-point average of a weighted sum of squared Frobenius distances between neighbouring band projectors

## Occupied states as orthonormal columns

To measure how much the occupied Bloch space changes from one k-point to the next, we represent it by a matrix whose columns are orthonormal state vectors. At a k-point, let $U$ be an $n\times m$ complex matrix: $n$ is the number of basis functions and $m$ the number of occupied bands. Column $j$ holds the coefficients of the cell-periodic part $u_{j\mathbf k}$ in a finite orthonormal basis. A second matrix $V$ does the same at the neighbouring point $\mathbf k+\mathbf b$, in the same basis.

The columns are not unique. Any unitary mixing $U\to UW$ of the occupied bands, with $W$ an $m\times m$ unitary matrix, describes the same occupied space. The quantities that don't depend on this choice of gauge can be written with the band projectors

$$P=UU^\dagger,\qquad Q=VV^\dagger .$$

## The invariant part of the Wannier spread

The total quadratic spread of a set of Wannier functions splits into a part that depends on the gauge and a part $\Omega_I$ that does not. On a mesh of $N$ k-points, the finite-difference expression for the second part is

$$\Omega_I=\frac1N\sum_{\mathbf k}\sum_{\mathbf b} w_{\mathbf b}\Big(m-\sum_{i,j}|M_{ij}|^2\Big),\qquad M=U^\dagger V,$$

where $M$ is the overlap matrix of the link from $\mathbf k$ to $\mathbf k+\mathbf b$. The weights $w_{\mathbf b}$ have the dimension of a length squared and stand for the finite-difference rule that replaces a k-gradient by differences between neighbours.

In a Wannier calculation with a fixed occupied space at each k-point, this is the part of the spread that no unitary mixing of the occupied bands among themselves can reduce.

## What is stated for one link and for the mesh

For one link, with $U^\dagger U=1$ and $V^\dagger V=1$, the main identity is

$$m-\sum_{i,j}|M_{ij}|^2=\tfrac12\|P-Q\|_F^2 ,$$

where $\|A\|_F^2=\sum_{i,j}|A_{ij}|^2$ is the squared Frobenius norm. The left side vanishes exactly when $P=Q$, or equivalently when $V=UW$ for some unitary $W$.

The Lean objects correspond to the physics as follows.

- `n` and `m` are finite index types, for basis functions and bands. The number written $m$ above is `Fintype.card m`.
- `frobSq` is the squared norm, without a square root.
- `bandProjector U` is $UU^\dagger$ for any matrix $U$. It is a projector once the columns are orthonormal.
- `linkSpread U V` is $m-\sum_{i,j}|M_{ij}|^2$. Despite its name it is dimensionless, because the weight is applied later.
- `hU` and `hV` are the orthonormality conditions. Gauge invariance, `linkSpread_gauge`, doesn't need them.
- `invariantSpread w U V` is $\Omega_I$, with k-points in `K`, neighbour vectors in `B` and weights `w b`.

The frame `V k b` is supplied separately for each link. When $\mathbf k+\mathbf b$ leaves the chosen mesh cell by a reciprocal lattice vector $\mathbf G$, the stored state must be multiplied by $e^{-i\mathbf G\cdot\mathbf r}$. This phase acts on the basis functions and not on the band index, so it can change the projector. The frame that includes it is the one that must have orthonormal columns.

The step left to the user is the identification of `V` and `w` with real mesh data: no hypothesis ties `V k b` to the states at $\mathbf k+\mathbf b$, or the weights to the geometry of the mesh.

## Derivation by traces

For any matrix $A$,

$$\|A\|_F^2=\sum_{i,j}A_{ij}A_{ij}^*=\operatorname{tr}(AA^\dagger).$$

This is a sum of non-negative terms, so it is zero only if every entry of $A$ is zero. Applied to $M=U^\dagger V$, it gives, by cyclicity of the trace,

$$\sum_{i,j}|M_{ij}|^2=\operatorname{tr}(U^\dagger VV^\dagger U)=\operatorname{tr}(UU^\dagger VV^\dagger)=\operatorname{tr}(PQ).$$

If $W$ is unitary, $(UW)(UW)^\dagger=UWW^\dagger U^\dagger=P$. The same holds for $Q$ with an independent unitary $X$, so the link term is gauge invariant.

Orthonormal columns give

$$P^2=U(U^\dagger U)U^\dagger=P,\qquad \operatorname{tr}P=\operatorname{tr}(U^\dagger U)=m,$$

and likewise for $Q$. Since $P-Q$ is Hermitian,

$$\|P-Q\|_F^2=\operatorname{tr}(P-Q)^2=\operatorname{tr}P-\operatorname{tr}(PQ)-\operatorname{tr}(QP)+\operatorname{tr}Q=2m-2\operatorname{tr}(PQ).$$

Half of this is the link term, which therefore vanishes exactly when $P=Q$.

Suppose now that $P=Q$, and set $W=U^\dagger V$. Then $UW=PV=QV=V(V^\dagger V)=V$, and $W^\dagger W=V^\dagger UW=V^\dagger V=1$. As $W$ is square, it is unitary. Conversely, $V=UW$ with $W$ unitary gives $Q=P$ by the gauge argument.

Inserting the identity in the mesh sum, with $P_{\mathbf k}$ the projector at $\mathbf k$ and $Q_{\mathbf k,\mathbf b}$ that of the neighbour frame, we get

$$\Omega_I=\frac1{2N}\sum_{\mathbf k}\sum_{\mathbf b}w_{\mathbf b}\,\|P_{\mathbf k}-Q_{\mathbf k,\mathbf b}\|_F^2 .$$

If all weights are positive, every term is non-negative. The sum then vanishes exactly when the projectors agree on every link.

## One band in a two-level system

Take the normalised states $(1,0)$ and $(c,s)$ with $c,s$ real and $c^2+s^2=1$. Their overlap is $c$, so the link term is $1-c^2=s^2$. The projectors give the same value:

$$P-Q=\begin{pmatrix}s^2&-cs\\-cs&-s^2\end{pmatrix},\qquad \tfrac12\|P-Q\|_F^2=s^4+c^2s^2=s^2 .$$

## The Lean file

```lean
import Mathlib

open Matrix

namespace GaugeInvariantSpread

noncomputable section

/-- The squared Frobenius norm: the sum of the squared moduli of all matrix entries. -/
def frobSq {a b : Type*} [Fintype a] [Fintype b] (A : Matrix a b ℂ) : ℝ :=
  ∑ i, ∑ j, ‖A i j‖ ^ 2

/-- The squared Frobenius norm of `A` is the trace of `A A†`. -/
theorem frobSq_eq_trace {a b : Type*} [Fintype a] [Fintype b] (A : Matrix a b ℂ) :
    ((frobSq A : ℝ) : ℂ) = (A * Aᴴ).trace := by
  simp only [frobSq, Matrix.trace, Matrix.diag_apply, Matrix.mul_apply,
    Matrix.conjTranspose_apply, Complex.ofReal_sum]
  refine Finset.sum_congr rfl fun i _ => Finset.sum_congr rfl fun j _ => ?_
  have h := Complex.mul_conj (A i j)
  rw [Complex.normSq_eq_norm_sq] at h
  exact h.symm

/-- The squared Frobenius norm vanishes only for the zero matrix. -/
theorem frobSq_eq_zero_iff {a b : Type*} [Fintype a] [Fintype b] (A : Matrix a b ℂ) :
    frobSq A = 0 ↔ A = 0 := by
  constructor
  · intro h
    unfold frobSq at h
    ext i j
    have h1 := (Finset.sum_eq_zero_iff_of_nonneg
      (fun i _ => Finset.sum_nonneg (fun j _ => sq_nonneg ‖A i j‖))).1 h i (Finset.mem_univ i)
    have h2 := (Finset.sum_eq_zero_iff_of_nonneg
      (fun j _ => sq_nonneg ‖A i j‖)).1 h1 j (Finset.mem_univ j)
    simpa using h2
  · rintro rfl
    simp [frobSq]

variable {n m : Type*} [Fintype m]

/-- The matrix `U U†`. It is the projector onto the span of the columns of `U` when these are
orthonormal. -/
def bandProjector (U : Matrix n m ℂ) : Matrix n n ℂ := U * Uᴴ

/-- The band projector is Hermitian. -/
theorem bandProjector_conjTranspose (U : Matrix n m ℂ) :
    (bandProjector U)ᴴ = bandProjector U := by
  simp [bandProjector, Matrix.conjTranspose_mul]

variable [Fintype n]

/-- The link term of two frames, before any weight or mesh average is applied: the number of bands
minus the sum of the squared moduli of the overlaps `M = U† V`. -/
def linkSpread (U V : Matrix n m ℂ) : ℝ := (Fintype.card m : ℝ) - frobSq (Uᴴ * V)

/-- The summed squared overlaps of two frames equal the trace of the product of their
band projectors. -/
theorem overlap_eq_trace (U V : Matrix n m ℂ) :
    ((frobSq (Uᴴ * V) : ℝ) : ℂ) = (bandProjector U * bandProjector V).trace := by
  rw [frobSq_eq_trace, Matrix.conjTranspose_mul, Matrix.conjTranspose_conjTranspose]
  unfold bandProjector
  rw [Matrix.mul_assoc U, Matrix.trace_mul_comm U]
  simp only [Matrix.mul_assoc]

variable [DecidableEq m]

omit [Fintype n] in
/-- A unitary mixing of the bands leaves the band projector unchanged. -/
theorem bandProjector_gauge (U : Matrix n m ℂ) {W : Matrix m m ℂ}
    (hW : W ∈ Matrix.unitaryGroup m ℂ) : bandProjector (U * W) = bandProjector U := by
  have h : W * Wᴴ = 1 := Matrix.mem_unitaryGroup_iff.1 hW
  unfold bandProjector
  calc U * W * (U * W)ᴴ = U * (W * Wᴴ) * Uᴴ := by
        simp only [Matrix.conjTranspose_mul, Matrix.mul_assoc]
    _ = U * Uᴴ := by rw [h, Matrix.mul_one]

/-- Gauge invariance: independent unitary mixings of the bands at the two k-points leave
the link contribution unchanged. -/
theorem linkSpread_gauge (U V : Matrix n m ℂ) {W X : Matrix m m ℂ}
    (hW : W ∈ Matrix.unitaryGroup m ℂ) (hX : X ∈ Matrix.unitaryGroup m ℂ) :
    linkSpread (U * W) (V * X) = linkSpread U V := by
  have h : frobSq ((U * W)ᴴ * (V * X)) = frobSq (Uᴴ * V) := by
    apply Complex.ofReal_injective
    rw [overlap_eq_trace, overlap_eq_trace, bandProjector_gauge U hW, bandProjector_gauge V hX]
  unfold linkSpread
  rw [h]

/-- For two frames with orthonormal columns, the number of bands minus the summed squared
overlaps is half the squared Frobenius distance of the band projectors. -/
theorem linkSpread_eq {U V : Matrix n m ℂ} (hU : Uᴴ * U = 1) (hV : Vᴴ * V = 1) :
    linkSpread U V = 1 / 2 * frobSq (bandProjector U - bandProjector V) := by
  -- orthonormal columns make `U U†` idempotent, with trace the number of bands
  have idem : ∀ A : Matrix n m ℂ, Aᴴ * A = 1 →
      bandProjector A * bandProjector A = bandProjector A := by
    intro A hA
    unfold bandProjector
    calc A * Aᴴ * (A * Aᴴ) = A * (Aᴴ * A) * Aᴴ := by simp only [Matrix.mul_assoc]
      _ = A * Aᴴ := by rw [hA, Matrix.mul_one]
  have tr : ∀ A : Matrix n m ℂ, Aᴴ * A = 1 →
      (bandProjector A).trace = (Fintype.card m : ℂ) := by
    intro A hA
    unfold bandProjector
    rw [Matrix.trace_mul_comm, hA, Matrix.trace_one]
  -- expand the trace of `(P - Q)²`
  have key : ((frobSq (bandProjector U - bandProjector V) : ℝ) : ℂ)
      = 2 * (Fintype.card m : ℂ) - 2 * ((frobSq (Uᴴ * V) : ℝ) : ℂ) := by
    rw [frobSq_eq_trace (bandProjector U - bandProjector V), overlap_eq_trace,
      Matrix.conjTranspose_sub, bandProjector_conjTranspose U, bandProjector_conjTranspose V,
      Matrix.sub_mul, Matrix.mul_sub, Matrix.mul_sub, idem U hU, idem V hV]
    simp only [Matrix.trace_sub]
    rw [tr U hU, tr V hV, Matrix.trace_mul_comm (bandProjector V) (bandProjector U)]
    ring
  have key' : frobSq (bandProjector U - bandProjector V)
      = 2 * (Fintype.card m : ℝ) - 2 * frobSq (Uᴴ * V) := by exact_mod_cast key
  unfold linkSpread
  linarith

/-- For frames with orthonormal columns, the link contribution vanishes exactly when the two
band projectors coincide. -/
theorem linkSpread_eq_zero_iff {U V : Matrix n m ℂ} (hU : Uᴴ * U = 1) (hV : Vᴴ * V = 1) :
    linkSpread U V = 0 ↔ bandProjector U = bandProjector V := by
  rw [linkSpread_eq hU hV, ← sub_eq_zero (a := bandProjector U), ← frobSq_eq_zero_iff]
  constructor <;> intro h <;> linarith

/-- For frames with orthonormal columns, the link contribution vanishes exactly when the frames
differ by a unitary mixing of the bands. -/
theorem linkSpread_eq_zero_iff_gauge {U V : Matrix n m ℂ}
    (hU : Uᴴ * U = 1) (hV : Vᴴ * V = 1) :
    linkSpread U V = 0 ↔ ∃ W ∈ Matrix.unitaryGroup m ℂ, V = U * W := by
  rw [linkSpread_eq_zero_iff hU hV]
  constructor
  · intro h
    unfold bandProjector at h
    -- the overlap matrix itself is the required mixing
    have hVW : U * (Uᴴ * V) = V := by
      rw [← Matrix.mul_assoc, h, Matrix.mul_assoc, hV, Matrix.mul_one]
    refine ⟨Uᴴ * V, Matrix.mem_unitaryGroup_iff'.2 ?_, hVW.symm⟩
    change (Uᴴ * V)ᴴ * (Uᴴ * V) = 1
    rw [Matrix.conjTranspose_mul, Matrix.conjTranspose_conjTranspose, Matrix.mul_assoc, hVW, hV]
  · rintro ⟨W, hW, rfl⟩
    exact (bandProjector_gauge U hW).symm

/-- The gauge-invariant spread on a nonempty k-mesh `K`: the average over k of the link
contributions with weights `w b`, where `V k b` is the frame at the neighbour k + b. -/
def invariantSpread {K B : Type*} [Fintype K] [Fintype B] (w : B → ℝ)
    (U : K → Matrix n m ℂ) (V : K → B → Matrix n m ℂ) : ℝ :=
  1 / (Fintype.card K : ℝ) * ∑ k, ∑ b, w b * linkSpread (U k) (V k b)

/-- For orthonormal frames, the invariant spread is half the mesh average of the weighted squared
Frobenius distances between neighbouring band projectors. -/
theorem invariantSpread_eq {K B : Type*} [Fintype K] [Fintype B] (w : B → ℝ)
    {U : K → Matrix n m ℂ} {V : K → B → Matrix n m ℂ}
    (hU : ∀ k, (U k)ᴴ * U k = 1) (hV : ∀ k b, (V k b)ᴴ * V k b = 1) :
    invariantSpread w U V = 1 / (2 * (Fintype.card K : ℝ)) *
      ∑ k, ∑ b, w b * frobSq (bandProjector (U k) - bandProjector (V k b)) := by
  have h : ∀ k b, linkSpread (U k) (V k b)
      = 1 / 2 * frobSq (bandProjector (U k) - bandProjector (V k b)) :=
    fun k b => linkSpread_eq (hU k) (hV k b)
  simp only [invariantSpread, h, Finset.mul_sum]
  refine Finset.sum_congr rfl fun k _ => Finset.sum_congr rfl fun b _ => ?_
  ring

/-- On a nonempty mesh with positive weights and orthonormal frames, the invariant spread vanishes
exactly when the band projectors agree on every link. -/
theorem invariantSpread_eq_zero_iff {K B : Type*} [Fintype K] [Nonempty K] [Fintype B]
    {w : B → ℝ} (hw : ∀ b, 0 < w b) {U : K → Matrix n m ℂ} {V : K → B → Matrix n m ℂ}
    (hU : ∀ k, (U k)ᴴ * U k = 1) (hV : ∀ k b, (V k b)ᴴ * V k b = 1) :
    invariantSpread w U V = 0 ↔ ∀ k b, bandProjector (U k) = bandProjector (V k b) := by
  have hN : 1 / (Fintype.card K : ℝ) ≠ 0 :=
    one_div_ne_zero (Nat.cast_ne_zero.2 Fintype.card_ne_zero)
  -- every link contributes a nonnegative amount
  have hnn : ∀ k b, 0 ≤ w b * linkSpread (U k) (V k b) := by
    intro k b
    rw [linkSpread_eq (hU k) (hV k b)]
    have h : 0 ≤ frobSq (bandProjector (U k) - bandProjector (V k b)) :=
      Finset.sum_nonneg fun i _ => Finset.sum_nonneg fun j _ => sq_nonneg _
    exact mul_nonneg (hw b).le (by linarith)
  unfold invariantSpread
  constructor
  · intro h k b
    have h0 := (mul_eq_zero.1 h).resolve_left hN
    have h1 := (Finset.sum_eq_zero_iff_of_nonneg
      (fun k _ => Finset.sum_nonneg (fun b _ => hnn k b))).1 h0 k (Finset.mem_univ k)
    have h2 := (Finset.sum_eq_zero_iff_of_nonneg
      (fun b _ => hnn k b)).1 h1 b (Finset.mem_univ b)
    exact (linkSpread_eq_zero_iff (hU k) (hV k b)).1
      ((mul_eq_zero.1 h2).resolve_left (hw b).ne')
  · intro h
    have h0 : ∀ k b, linkSpread (U k) (V k b) = 0 :=
      fun k b => (linkSpread_eq_zero_iff (hU k) (hV k b)).2 (h k b)
    simp [h0]

/-- One band in a two-level system: for real `c`, `s` with `c² + s² = 1`, the states `(1, 0)` and
`(c, s)` are normalized and their link contribution is `s²`. -/
theorem two_level_witness (c s : ℝ) (h : c ^ 2 + s ^ 2 = 1) :
    (!![(1 : ℂ); 0])ᴴ * !![(1 : ℂ); 0] = 1 ∧
    (!![(c : ℂ); (s : ℂ)])ᴴ * !![(c : ℂ); (s : ℂ)] = 1 ∧
    linkSpread !![(1 : ℂ); 0] !![(c : ℂ); (s : ℂ)] = s ^ 2 := by
  have hc : (c : ℂ) * c + s * s = 1 := by
    have h' : c * c + s * s = 1 := by linarith [sq c, sq s]
    exact_mod_cast h'
  refine ⟨?_, ?_, ?_⟩
  · ext i j
    fin_cases i
    fin_cases j
    simp [Matrix.mul_apply, Fin.sum_univ_two]
  · ext i j
    fin_cases i
    fin_cases j
    simpa [Matrix.mul_apply, Fin.sum_univ_two] using hc
  · have h1 : linkSpread !![(1 : ℂ); 0] !![(c : ℂ); (s : ℂ)] = 1 - c ^ 2 := by
      simp [linkSpread, frobSq, Matrix.mul_apply, Fin.sum_univ_two]
    linarith

end

end GaugeInvariantSpread
```

```lean
#print axioms GaugeInvariantSpread.linkSpread_gauge
#print axioms GaugeInvariantSpread.linkSpread_eq_zero_iff_gauge
#print axioms GaugeInvariantSpread.invariantSpread_eq
#print axioms GaugeInvariantSpread.invariantSpread_eq_zero_iff
```

```
'GaugeInvariantSpread.linkSpread_gauge' depends on axioms: [propext, Classical.choice, Quot.sound]
'GaugeInvariantSpread.linkSpread_eq_zero_iff_gauge' depends on axioms: [propext, Classical.choice, Quot.sound]
'GaugeInvariantSpread.invariantSpread_eq' depends on axioms: [propext, Classical.choice, Quot.sound]
'GaugeInvariantSpread.invariantSpread_eq_zero_iff' depends on axioms: [propext, Classical.choice, Quot.sound]
```

## From trace identities to the link formula

`frobSq_eq_trace` proves $\|A\|_F^2=\operatorname{tr}(AA^\dagger)$ entry by entry, from $zz^*=|z|^2$. The norm is a real number and the trace a complex one, so the real side is embedded in the complex numbers. `frobSq_eq_zero_iff` applies the rule for vanishing sums of non-negative terms twice, once for rows and once for columns.

`overlap_eq_trace` is the cyclicity step, done by `Matrix.trace_mul_comm` after regrouping the product. `bandProjector_gauge` cancels $WW^\dagger$, and `linkSpread_gauge` combines the two: both overlap sums become traces of the same projectors.

In `linkSpread_eq`, the local facts `idem` and `tr` are $P^2=P$ and $\operatorname{tr}P=m$, proved for any frame with orthonormal columns and then used for both. The fact `key` expands $\operatorname{tr}(P-Q)^2$, with `bandProjector_conjTranspose` supplying Hermiticity. `exact_mod_cast` returns the result to the real numbers, and `linarith` takes the half.

## From vanishing links to a vanishing mesh sum

`linkSpread_eq_zero_iff` combines the main identity with the zero criterion for the norm. In `linkSpread_eq_zero_iff_gauge`, the unitary is the overlap matrix `Uᴴ * V`, as in the derivation. The fact `hVW` is $UW=V$, and the calculation after it is $W^\dagger W=1$.

`invariantSpread_eq` puts the link identity into the double sum and collects the factor one half. For `invariantSpread_eq_zero_iff`, `hN` lets the prefactor $1/N$ be divided out, and `hnn` says that each weighted link term is non-negative. A vanishing double sum then forces each term to vanish, and since `w b` is positive, the link term itself is zero. The converse inserts zero for every link.

`two_level_witness` checks both normalisations and evaluates the link term directly from the overlap, without using the projector formula.
